# Projecting a fermion determinant onto N ≤ M particles with M + 1 phases gives the sum of N × N principal minors

## Fixing the particle number in a determinant calculation

One way to fix the particle number in a finite-temperature auxiliary-field Monte Carlo calculation is a Fourier projection. Each field configuration supplies a matrix $B$, the propagator of non-interacting fermions in that field. The code evaluates $\det(I+zB)$ at several complex phases $z$ and combines the values in a discrete Fourier sum to obtain the weight of the $N$-particle sector. For $M$ orbitals that each hold at most one fermion (spin orbitals, in the case of electrons) and $0\le N\le M$, this finite sum is exact as soon as there are more phases than orbitals.

With NumPy, one diagonalisation serves all sectors, because $\det(I+zB)=\prod_i(1+z\lambda_i)$ with $\lambda_i$ the eigenvalues of $B$:

```python
lam = np.linalg.eigvals(B)
M = len(lam)
z = np.exp(2j * np.pi * np.arange(M + 1) / (M + 1))
dets = np.prod(1 + z[:, None] * lam[None, :], axis=1)
Z = np.fft.fft(dets) / (M + 1)      # Z[N] for N = 0, ..., M
```

In floating-point arithmetic, sectors with very small weight can be lost to cancellation. Replacing $B$ by $sB$ with $s>0$ multiplies the $N$-particle weight by $s^N$, which can bring the wanted sector up to the size of the others; the factor is divided out afterwards.

## The canonical weight as a sum of minors

For a set $S$ of orbitals, let $B_S$ be the submatrix of $B$ with rows and columns in $S$. Its determinant is a principal minor, and the empty minor is 1. Define

$$Z_N=\sum_{|S|=N}\det B_S .$$

In Fock space, with orthonormal orbitals, $\det B_S$ is the diagonal matrix element of the many-body propagator in the Slater determinant that occupies $S$. Hence $Z_N$ is the trace of this propagator over the $N$-particle states. If $B=e^{-\beta h}$, with $h$ a one-particle Hamiltonian and $\beta$ the inverse temperature, it is the canonical partition function.

Let $L$ be the number of phases and $w=e^{2\pi i/L}$. The claim is that, for $N\le M<L$,

$$\frac1L\sum_{k=0}^{L-1}w^{-kN}\det(I+w^kB)=Z_N .$$

The choice $L=M+1$ is the smallest that works for every $N$ from 0 to $M$ and every $B$.

## Expanding the determinant

Row $i$ of $I+zB$ is $e_i+z\,b_i$, where $e_i$ and $b_i$ are the rows of $I$ and $B$. The determinant is linear in each row, so it is a sum over the sets $S$ of rows for which $z\,b_i$ is chosen. List the orbitals of $S$ first, permuting rows and columns together, which leaves the determinant unchanged. The term for $S$ is then

$$\det\begin{pmatrix} zB_S & zC\\ 0& I\end{pmatrix}=z^{|S|}\det B_S ,$$

where $C$ holds the entries of $B$ with row in $S$ and column outside it. Collecting the sets by their size $a=|S|$ gives

$$\det(I+zB)=\sum_{a=0}^{M}z^aZ_a .$$

## Selecting one particle number

Insert $z=w^k$ and exchange the two finite sums:

$$\frac1L\sum_{k=0}^{L-1}w^{-kN}\det(I+w^kB)=\sum_{a=0}^{M}Z_a\,\frac1L\sum_{k=0}^{L-1}r^k,\qquad r=w^{a-N}.$$

If $L$ divides $a-N$, then $r=1$ and the inner average is 1. Otherwise $r\ne1$ but $r^L=1$, so the geometric sum $(r^L-1)/(r-1)$ vanishes. For every $L>0$ the result is therefore

$$\sum_{\substack{0\le a\le M\\ a\equiv N\ (\mathrm{mod}\ L)}}Z_a .$$

When $N\le M<L$, both $a$ and $N$ lie between 0 and $L-1$. Two such numbers are congruent modulo $L$ only if they are equal, and $Z_N$ alone remains.

## Too few phases, or too many particles

Take one orbital, $B=(b)$, so that $Z_0=1$ and $Z_1=b$. With a single phase, $L=M=1$, the projection onto $N=0$ returns $1+b$ instead of 1: the filled sector has been added to the empty one. For general $M>0$, using $L=M$ phases gives $1+\det B$ for the vacuum.

The bound on $N$ matters too. With the same matrix, $L=2$ and $N=2$, the average is $\tfrac12[(1+b)+(1-b)]=1$, although $Z_2=0$.

## Reading the Lean statement

The orbitals form a finite type `n`, and $M$ is `Fintype.card n`; the case $M=0$ is included. `principalMinor B S` is $\det B_S$, `canonicalZ B N` is $Z_N$, and `phase L` is $w$. `fugacityAverage B L N` is the left-hand side of the claim, with $k$ running over `Finset.range L`, that is, from 0 to $L-1$. The factor $w^{-kN}$ is an integer power, which permits the negative exponent.

The theorem `canonical_projection` has two hypotheses, `hN` for $N\le M$ and `hL` for $M<L$. The matrix $B$ is an arbitrary complex matrix: it need not be Hermitian or invertible. A product of time-slice propagators, which is in general not Hermitian, is therefore covered.

The file defines $Z_N$ through minors; the Fock-space trace described above is the physical interpretation and is not constructed there. The theorem concerns a single matrix in exact arithmetic, so the sum over auxiliary fields, the sign problem and rounding errors do not enter.

```lean
import Mathlib

open scoped Real

namespace CanonicalProjection

noncomputable section

variable {n R : Type*} [Fintype n] [DecidableEq n] [CommRing R]

/-- The principal minor of `B` on the set `S` of orbitals. -/
def principalMinor (B : Matrix n n R) (S : Finset n) : R :=
  (B.submatrix (fun i : {i // i ∈ S} => i.1) (fun i : {i // i ∈ S} => i.1)).det

/-- The canonical `N`-particle weight of the matrix `B`: the sum of all its `N` by `N` principal
minors. -/
def canonicalZ (B : Matrix n n R) (N : ℕ) : R :=
  ∑ S ∈ Finset.powersetCard N Finset.univ, principalMinor B S

/-- The phase `exp (2 π i / L)`. -/
def phase (L : ℕ) : ℂ := Complex.exp (2 * π * Complex.I / L)

/-- The average over `L` phases `w ^ k` of `w ^ (-k N) det (1 + w ^ k B)`. -/
def fugacityAverage (B : Matrix n n ℂ) (L N : ℕ) : ℂ :=
  1 / (L : ℂ) * ∑ k ∈ Finset.range L,
    phase L ^ (-((k : ℤ) * N)) * (1 + phase L ^ k • B).det

/-- Taking the rows in `S` from `B` and all other rows from the identity gives a matrix
whose determinant is the principal minor of `B` on `S`. -/
theorem det_piecewise_rows (B : Matrix n n R) (S : Finset n) :
    (Matrix.of (S.piecewise (fun i => B i) (fun i => (1 : Matrix n n R) i))).det
      = principalMinor B S := by
  set A : Matrix n n R :=
    Matrix.of (S.piecewise (fun i => B i) (fun i => (1 : Matrix n n R) i)) with hA
  -- rows outside `S` vanish on the columns in `S`, so the matrix is block triangular
  have h := Matrix.twoBlockTriangular_det A (fun i => i ∈ S) (by
    intro i hi j hj
    have hij : i ≠ j := fun e => hi (e ▸ hj)
    simp [hA, Finset.piecewise, hi, hij])
  have h1 : Matrix.toSquareBlockProp A (fun i => i ∈ S)
      = B.submatrix (fun i : {i // i ∈ S} => i.1) (fun i : {i // i ∈ S} => i.1) := by
    ext i j
    simp [hA, Matrix.toSquareBlockProp, Finset.piecewise, i.2]
  have h2 : Matrix.toSquareBlockProp A (fun i => ¬ i ∈ S) = 1 := by
    ext i j
    simp [hA, Matrix.toSquareBlockProp, Finset.piecewise, i.2, Matrix.one_apply,
      Subtype.ext_iff]
  unfold principalMinor
  rw [h1, h2, Matrix.det_one, mul_one] at h
  convert h

/-- The determinant `det (1 + z B)` is the sum of `z ^ N` times the canonical weight `canonicalZ B
N`, with `N` running from 0 to the number of orbitals. -/
theorem det_one_add_smul_eq_sum (B : Matrix n n R) (z : R) :
    (1 + z • B).det
      = ∑ N ∈ Finset.range (Fintype.card n + 1), z ^ N * canonicalZ B N := by
  -- multilinearity in the rows
  have h : (z • B + 1).det = ∑ S : Finset n,
      (Matrix.of (S.piecewise (fun i => (z • B) i) (fun i => (1 : Matrix n n R) i))).det :=
    (Matrix.detRowAlternating (n := n) (R := R)).toMultilinearMap.map_add_univ
      (fun i => (z • B) i) (fun i => (1 : Matrix n n R) i)
  have hz : ∀ S : Finset n, principalMinor (z • B) S = z ^ S.card * principalMinor B S := by
    intro S
    unfold principalMinor
    rw [Matrix.submatrix_smul]
    simp
  rw [add_comm, h]
  simp_rw [det_piecewise_rows, hz]
  -- group the sets of orbitals by particle number
  rw [← Finset.powerset_univ, Finset.sum_powerset, Finset.card_univ]
  refine Finset.sum_congr rfl fun N _ => ?_
  rw [canonicalZ, Finset.mul_sum]
  refine Finset.sum_congr rfl fun S hS => ?_
  rw [(Finset.mem_powersetCard.1 hS).2]

/-- For nonzero `L` and `w = phase L`, the sum of `w ^ (-k N) (w ^ k) ^ a` over `k` from 0 to `L -
1` is `L` if `N` and `a` agree modulo `L`, and 0 otherwise. -/
theorem phase_orthogonality {L : ℕ} (hL : L ≠ 0) (N a : ℕ) :
    ∑ k ∈ Finset.range L, phase L ^ (-((k : ℤ) * N)) * (phase L ^ k) ^ a
      = if N ≡ a [MOD L] then (L : ℂ) else 0 := by
  have hp : IsPrimitiveRoot (phase L) L := Complex.isPrimitiveRoot_exp L hL
  have hw : phase L ≠ 0 := Complex.exp_ne_zero _
  have hterm : ∀ k : ℕ, phase L ^ (-((k : ℤ) * N)) * (phase L ^ k) ^ a
      = (phase L ^ ((a : ℤ) - N)) ^ k := by
    intro k
    rw [← pow_mul, ← zpow_natCast (phase L) (k * a),
      ← zpow_natCast (phase L ^ ((a : ℤ) - N)) k, ← zpow_mul, ← zpow_add₀ hw]
    congr 1
    push_cast
    ring
  simp_rw [hterm]
  have hiff : phase L ^ ((a : ℤ) - N) = 1 ↔ N ≡ a [MOD L] := by
    rw [hp.zpow_eq_one_iff_dvd, Nat.modEq_iff_dvd]
  split_ifs with h
  · simp [hiff.2 h]
  · -- a geometric sum over a full period
    have hr : (phase L ^ ((a : ℤ) - N)) ^ L = 1 := by
      rw [← zpow_natCast, ← zpow_mul, mul_comm, zpow_mul, zpow_natCast, hp.pow_eq_one,
        one_zpow]
    rw [geom_sum_eq (fun e => h (hiff.1 e)), hr, sub_self, zero_div]

/-- With any positive number `L` of phases, the average is the sum of the canonical weights of those
particle numbers, from 0 to the number of orbitals, that are congruent to `N` modulo `L`. -/
theorem fugacityAverage_aliasing (B : Matrix n n ℂ) {L : ℕ} (hL : L ≠ 0) (N : ℕ) :
    fugacityAverage B L N
      = ∑ a ∈ (Finset.range (Fintype.card n + 1)).filter (fun a => N ≡ a [MOD L]),
          canonicalZ B a := by
  have hL' : (L : ℂ) ≠ 0 := Nat.cast_ne_zero.2 hL
  have step : ∑ k ∈ Finset.range L,
      phase L ^ (-((k : ℤ) * N)) * (1 + phase L ^ k • B).det
      = ∑ a ∈ Finset.range (Fintype.card n + 1),
          (if N ≡ a [MOD L] then (L : ℂ) else 0) * canonicalZ B a := by
    simp_rw [det_one_add_smul_eq_sum, Finset.mul_sum]
    rw [Finset.sum_comm]
    refine Finset.sum_congr rfl fun a _ => ?_
    rw [← phase_orthogonality hL N a, Finset.sum_mul]
    exact Finset.sum_congr rfl fun k _ => (mul_assoc _ _ _).symm
  rw [fugacityAverage, step, Finset.sum_filter, Finset.mul_sum]
  refine Finset.sum_congr rfl fun a _ => ?_
  split_ifs
  · rw [← mul_assoc, one_div, inv_mul_cancel₀ hL', one_mul]
  · simp

/-- Canonical projection: for at most `M` fermions in `M` orbitals, averaging over any
`L > M` phases gives exactly the sum of all `N` by `N` principal minors of `B`. -/
theorem canonical_projection (B : Matrix n n ℂ) {L N : ℕ}
    (hN : N ≤ Fintype.card n) (hL : Fintype.card n < L) :
    fugacityAverage B L N = canonicalZ B N := by
  rw [fugacityAverage_aliasing B (by omega) N]
  -- no other particle number up to `M` is congruent to `N`
  have hf : (Finset.range (Fintype.card n + 1)).filter (fun a => N ≡ a [MOD L]) = {N} := by
    ext a
    simp only [Finset.mem_filter, Finset.mem_range, Finset.mem_singleton]
    constructor
    · rintro ⟨ha, h⟩
      exact (Nat.ModEq.eq_of_lt_of_lt h (by omega) (by omega)).symm
    · intro h
      subst h
      exact ⟨by omega, Nat.ModEq.refl _⟩
  rw [hf, Finset.sum_singleton]

/-- With only `M` phases for `M > 0` orbitals, the average for zero particles is `1 + det B`, while
the zero-particle canonical weight is `1`. -/
theorem too_few_phases (B : Matrix n n ℂ) (hM : Fintype.card n ≠ 0) :
    fugacityAverage B (Fintype.card n) 0 = 1 + B.det ∧ canonicalZ B 0 = 1 := by
  have h0 : canonicalZ B 0 = 1 := by
    simp [canonicalZ, principalMinor]
  have h1 : canonicalZ B (Fintype.card n) = B.det := by
    rw [canonicalZ, ← Finset.card_univ, Finset.powersetCard_self, Finset.sum_singleton,
      ← det_piecewise_rows, Finset.piecewise_univ]
    rfl
  refine ⟨?_, h0⟩
  rw [fugacityAverage_aliasing B hM 0]
  -- the empty and the completely filled sector are aliased
  have hf : (Finset.range (Fintype.card n + 1)).filter
      (fun a => 0 ≡ a [MOD Fintype.card n]) = {0, Fintype.card n} := by
    ext a
    simp only [Finset.mem_filter, Finset.mem_range, Finset.mem_insert, Finset.mem_singleton]
    constructor
    · rintro ⟨ha, h⟩
      have hd := Nat.modEq_zero_iff_dvd.1 h.symm
      by_cases ha0 : a = 0
      · exact Or.inl ha0
      · have := Nat.le_of_dvd (Nat.pos_of_ne_zero ha0) hd
        exact Or.inr (by omega)
    · rintro (h | h)
      · subst h
        exact ⟨by omega, Nat.ModEq.refl _⟩
      · subst h
        exact ⟨by omega, (Nat.modEq_zero_iff_dvd.2 dvd_rfl).symm⟩
  rw [hf, Finset.sum_pair (Ne.symm hM), h0, h1]

/-- The canonical weight of a complex matrix `B` does not change when `B` is replaced by `P * B * Q`
with `P * Q = 1`, that is, written in another, possibly non-orthogonal, basis. -/
theorem canonicalZ_basis_independent (B P Q : Matrix n n ℂ) (h : P * Q = 1) (N : ℕ) :
    canonicalZ (P * B * Q) N = canonicalZ B N := by
  by_cases hN : N ≤ Fintype.card n
  · have hd : P.det * Q.det = 1 := by rw [← Matrix.det_mul, h, Matrix.det_one]
    have hdet : ∀ z : ℂ, (1 + z • (P * B * Q)).det = (1 + z • B).det := by
      intro z
      have e : 1 + z • (P * B * Q) = P * (1 + z • B) * Q := by
        rw [Matrix.mul_add, Matrix.add_mul, Matrix.mul_one, h, Matrix.mul_smul,
          Matrix.smul_mul]
      rw [e, Matrix.det_mul, Matrix.det_mul]
      linear_combination (1 + z • B).det * hd
    -- both sides are projections of the same determinants
    rw [← canonical_projection _ hN (Nat.lt_succ_self _),
      ← canonical_projection B hN (Nat.lt_succ_self _)]
    simp only [fugacityAverage, hdet]
  · have he : Finset.powersetCard N (Finset.univ : Finset n) = ∅ :=
      Finset.powersetCard_eq_empty.2 (by rw [Finset.card_univ]; omega)
    simp [canonicalZ, he]

end

end CanonicalProjection
```

```lean
#print axioms CanonicalProjection.canonical_projection
-- 'CanonicalProjection.canonical_projection' depends on axioms: [propext, Classical.choice, Quot.sound]
#print axioms CanonicalProjection.too_few_phases
-- 'CanonicalProjection.too_few_phases' depends on axioms: [propext, Classical.choice, Quot.sound]
#print axioms CanonicalProjection.canonicalZ_basis_independent
-- 'CanonicalProjection.canonicalZ_basis_independent' depends on axioms: [propext, Classical.choice, Quot.sound]
```

## How the proof follows the calculation

`det_piecewise_rows` is the block-triangular step. `S.piecewise` takes the rows in $S$ from $B$ and the others from the identity. `Matrix.twoBlockTriangular_det` factorises the determinant without an explicit reordering of the orbitals, and `h1` and `h2` identify the two diagonal blocks as $B_S$ and the identity.

`det_one_add_smul_eq_sum` is the expansion in $z$, with the particle number called `N` where the derivation above writes $a$. Multilinearity enters through `map_add_univ`, which produces the sum over all sets of rows. The auxiliary statement `hz` extracts $z^{|S|}$ from each minor, and `Finset.sum_powerset` groups the sets by size. This lemma holds over any commutative ring; complex numbers enter the file only with the phases.

`phase_orthogonality` evaluates the sum over $k$. First `hterm` combines the two powers into $(w^{a-N})^k$. Since $w$ is a primitive $L$-th root of unity, `hiff` shows that $w^{a-N}=1$ exactly when $N\equiv a$ modulo $L$. In the other case `geom_sum_eq` supplies the geometric sum, whose numerator is zero.

`fugacityAverage_aliasing` inserts the expansion, exchanges the sums with `Finset.sum_comm` and applies orthogonality. It yields the sum over congruent particle numbers for every nonzero $L$. `canonical_projection` then shows that the set of these numbers is $\{N\}$, using `Nat.ModEq.eq_of_lt_of_lt` for the fact that congruent numbers below $L$ are equal.

`too_few_phases` applies the same aliasing formula with $L=M>0$ and $N=0$. The surviving particle numbers are now 0 and $M$, with weights 1 and $\det B$.

The last theorem, `canonicalZ_basis_independent`, uses the projection to show that $Z_N$ does not depend on the single-particle basis, which need not be orthogonal. In a non-orthogonal basis, $B$ stands for the matrix that acts on expansion coefficients: the inverse overlap matrix times the matrix of elements between basis functions. If $PQ=I$, then

$$I+zPBQ=P(I+zB)Q,\qquad \det P\,\det Q=1,$$

so $B$ and $PBQ$ have the same determinant at every $z$. For $N\le M$, both canonical weights are the same average of these determinants, taken with $M+1$ phases. For $N>M$ there are no sets of $N$ orbitals, and both weights are zero.
